# Chebyshev mixing of a linear symmetric SCF map: an error bound of $1/T_n\big(\tfrac{L+m}{L-m}\big)$ after $n$ steps

Let $x\mapsto Jx+c$ be a linear self-consistent-field (SCF) map with symmetric $J$ on a finite-dimensional real space, and let all eigenvalues of $1-J$ lie in $[m,L]$ with $0<m<L$. Then $n$ mixing steps, with the reciprocals of the $n$ Chebyshev nodes of $[m,L]$ as mixing parameters, leave an error norm of at most $1/T_n\big(\tfrac{L+m}{L-m}\big)$ times the initial one, where $T_n$ is the Chebyshev polynomial, and an initial error along an eigenvector of $1-J$ with eigenvalue $m$ attains this bound.

```lean
import Mathlib

open Finset

namespace ChebyshevMixing

noncomputable section

/-- The Chebyshev polynomial `T_n` evaluated at a real number. -/
def chebT (n : ℕ) (x : ℝ) : ℝ := (Polynomial.Chebyshev.T ℝ (n : ℤ)).eval x

/-- The Chebyshev nodes of the interval `[m, L]`, for `n ≥ 1` and `j = 0, ..., n - 1`. -/
def node (m L : ℝ) (n j : ℕ) : ℝ :=
  (L + m) / 2 + (L - m) / 2 * Real.cos ((2 * j + 1) * Real.pi / (2 * n))

/-- The factor by which `n` mixing steps with parameters `1 / node` multiply an error mode of
eigenvalue `u` under `1 - J`, for the SCF map `x ↦ J x + c`; the domain is `0 < m < L`. -/
def errorFactor (m L : ℝ) (n : ℕ) (u : ℝ) : ℝ :=
  ∏ j ∈ range n, (1 - 1 / node m L n j * u)

/-- For `0 < m < L` every node is positive. -/
theorem node_pos {m L : ℝ} (hm : 0 < m) (hL : m < L) (n j : ℕ) : 0 < node m L n j := by
  unfold node
  nlinarith [mul_nonneg (sub_pos.mpr hL).le (neg_le_iff_add_nonneg.mp
    (Real.neg_one_le_cos ((2 * j + 1) * Real.pi / (2 * n))))]

/-- For `m < L` the `n` nodes are distinct. -/
theorem node_injOn {m L : ℝ} (hL : m < L) (n : ℕ) :
    Set.InjOn (node m L n) (range n : Finset ℕ) := by
  intro i hi j hj h
  have hi' : i < n := by simpa using hi
  have hj' : j < n := by simpa using hj
  have hn : (0 : ℝ) < 2 * n := by
    have : (0 : ℝ) < n := by exact_mod_cast (by omega : 0 < n)
    linarith
  -- all angles lie in `[0, π]`, where the cosine is injective
  have angle : ∀ k : ℕ, k < n →
      (2 * (k : ℝ) + 1) * Real.pi / (2 * n) ∈ Set.Icc 0 Real.pi := by
    intro k hk
    have hk' : 2 * (k : ℝ) + 1 ≤ 2 * n := by exact_mod_cast (by omega : 2 * k + 1 ≤ 2 * n)
    refine ⟨by positivity, ?_⟩
    rw [div_le_iff₀ hn]
    nlinarith [Real.pi_pos]
  unfold node at h
  have hc := mul_left_cancel₀ (half_pos (sub_pos.mpr hL)).ne' (add_left_cancel h)
  have ha := Real.injOn_cos (angle i hi') (angle j hj') hc
  have hb := mul_right_cancel₀ Real.pi_ne_zero ((div_left_inj' hn.ne').mp ha)
  exact_mod_cast (by linarith : (i : ℝ) = j)

/-- If `z w = 1`, then `T_n((z + w)/2) = (z^n + w^n)/2`. -/
theorem chebT_half_sum {z w : ℝ} (h : z * w = 1) :
    ∀ n : ℕ, chebT n ((z + w) / 2) = (z ^ n + w ^ n) / 2
  | 0 => by simp [chebT]
  | 1 => by simp [chebT]
  | n + 2 => by
    have h0 := chebT_half_sum h n
    have h1 := chebT_half_sum h (n + 1)
    have e : chebT (n + 2) ((z + w) / 2) =
        2 * ((z + w) / 2) * chebT (n + 1) ((z + w) / 2) - chebT n ((z + w) / 2) := by
      simp [chebT, Polynomial.Chebyshev.T_add_two]
    rw [e, h0, h1]
    linear_combination (z ^ n + w ^ n) / 2 * h

/-- For `0 < m < L`, `T_n((L+m)/(L-m))` is positive and its reciprocal is at most
`2 ((√L - √m)/(√L + √m))^n`. -/
theorem chebT_rate {m L : ℝ} (hm : 0 < m) (hL : m < L) (n : ℕ) :
    0 < chebT n ((L + m) / (L - m)) ∧ 1 / chebT n ((L + m) / (L - m)) ≤
      2 * ((√L - √m) / (√L + √m)) ^ n := by
  have hb : 0 < √m := Real.sqrt_pos.mpr hm
  have hd : 0 < √L - √m := sub_pos.mpr (Real.sqrt_lt_sqrt hm.le hL)
  have hs : 0 < √L + √m := by linarith
  have hL2 : √L ^ 2 = L := Real.sq_sqrt (hm.trans hL).le
  have hm2 : √m ^ 2 = m := Real.sq_sqrt hm.le
  have hzq : (√L + √m) / (√L - √m) * ((√L - √m) / (√L + √m)) = 1 := by
    rw [div_mul_div_comm, mul_comm (√L - √m), div_self (mul_pos hs hd).ne']
  have hk : (L + m) / (L - m) =
      ((√L + √m) / (√L - √m) + (√L - √m) / (√L + √m)) / 2 := by
    rw [div_add_div _ _ hd.ne' hs.ne', div_div,
      div_eq_div_iff (sub_pos.mpr hL).ne' (by positivity)]
    have e1 : (√L - √m) * (√L + √m) = L - m := by linear_combination hL2 - hm2
    have e2 : (√L + √m) * (√L + √m) + (√L - √m) * (√L - √m) = 2 * (L + m) := by
      linear_combination 2 * hL2 + 2 * hm2
    rw [e1, e2]
    ring
  rw [hk, chebT_half_sum hzq]
  have hz : 0 < (√L + √m) / (√L - √m) := div_pos hs hd
  have hq : 0 < (√L - √m) / (√L + √m) := div_pos hd hs
  generalize (√L + √m) / (√L - √m) = z at *
  generalize (√L - √m) / (√L + √m) = q at *
  have hp : z ^ n * q ^ n = 1 := by rw [← mul_pow, hzq, one_pow]
  refine ⟨by positivity, ?_⟩
  rw [div_le_iff₀ (by positivity)]
  nlinarith [sq_nonneg (q ^ n)]

/-- For `0 < m < L` the error factor is a shifted Chebyshev polynomial, normalised to one
at `u = 0`. -/
theorem errorFactor_eq {m L : ℝ} (hm : 0 < m) (hL : m < L) (n : ℕ) (u : ℝ) :
    errorFactor m L n u =
      chebT n ((L + m - 2 * u) / (L - m)) / chebT n ((L + m) / (L - m)) := by
  have hd : L - m ≠ 0 := (sub_pos.mpr hL).ne'
  let D : Polynomial ℝ := (Polynomial.Chebyshev.T ℝ (n : ℤ)).comp
      (Polynomial.C ((L + m) / (L - m)) - Polynomial.C (2 / (L - m)) * Polynomial.X) -
    Polynomial.C (chebT n ((L + m) / (L - m))) *
      ∏ j ∈ range n, (1 - Polynomial.C (1 / node m L n j) * Polynomial.X)
  have hev : ∀ v, D.eval v = chebT n ((L + m - 2 * v) / (L - m)) -
      chebT n ((L + m) / (L - m)) * errorFactor m L n v := by
    intro v
    have e : (L + m) / (L - m) - 2 / (L - m) * v = (L + m - 2 * v) / (L - m) := by ring
    simp only [D, Polynomial.eval_sub, Polynomial.eval_comp, Polynomial.eval_mul,
      Polynomial.eval_C, Polynomial.eval_X, Polynomial.eval_prod, Polynomial.eval_one, e]
    rfl
  have hdeg : D.natDegree ≤ n := by
    refine (Polynomial.natDegree_sub_le _ _).trans (max_le ?_ ?_)
    · refine Polynomial.natDegree_comp_le.trans ?_
      have h1 : (Polynomial.C ((L + m) / (L - m)) -
          Polynomial.C (2 / (L - m)) * Polynomial.X).natDegree ≤ 1 := by compute_degree
      have h2 : (Polynomial.Chebyshev.T ℝ (n : ℤ)).natDegree = n := by simp
      rw [h2]
      nlinarith
    · refine (Polynomial.natDegree_C_mul_le _ _).trans
        ((Polynomial.natDegree_prod_le _ _).trans ?_)
      refine (sum_le_sum (g := fun _ => 1) fun j _ => ?_).trans (by simp)
      compute_degree
  -- `D` vanishes at `0` and at the `n` nodes, one point more than its degree allows
  have hD : D = 0 := by
    refine Polynomial.eq_zero_of_natDegree_lt_card_of_eval_eq_zero' D
      (insert 0 ((range n).image (node m L n))) ?_ ?_
    · intro v hv
      rw [hev]
      rcases mem_insert.mp hv with rfl | hv
      · simp [errorFactor]
      · obtain ⟨j, hj, rfl⟩ := mem_image.mp hv
        have hn : (n : ℝ) ≠ 0 := by
          have := mem_range.mp hj
          exact_mod_cast (by omega : n ≠ 0)
        have h0 : errorFactor m L n (node m L n j) = 0 :=
          prod_eq_zero hj (by rw [one_div_mul_cancel (node_pos hm hL n j).ne', sub_self])
        have hx : (L + m - 2 * node m L n j) / (L - m) =
            Real.cos (Real.pi - (2 * j + 1) * Real.pi / (2 * n)) := by
          rw [Real.cos_pi_sub, div_eq_iff hd, node]
          ring
        rw [h0, hx, chebT, Polynomial.Chebyshev.T_real_cos, mul_zero, sub_zero,
          Real.cos_eq_zero_iff]
        refine ⟨n - j - 1, ?_⟩
        push_cast
        field_simp
        ring
    · rw [card_insert_of_notMem, card_image_of_injOn (node_injOn hL n), card_range]
      · omega
      · intro h
        obtain ⟨j, _, hj⟩ := mem_image.mp h
        exact (node_pos hm hL n j).ne' hj
  have h := hev u
  rw [hD, Polynomial.eval_zero] at h
  rw [eq_div_iff (chebT_rate hm hL n).1.ne']
  linarith

/-- For `0 < m < L` the error factor has modulus at most `1 / T_n((L+m)/(L-m))` on `[m, L]`,
and it equals this bound at `u = m`. -/
theorem errorFactor_bound {m L : ℝ} (hm : 0 < m) (hL : m < L) (n : ℕ) :
    (∀ u ∈ Set.Icc m L, |errorFactor m L n u| ≤ 1 / chebT n ((L + m) / (L - m))) ∧
      errorFactor m L n m = 1 / chebT n ((L + m) / (L - m)) := by
  have hd : 0 < L - m := sub_pos.mpr hL
  have hT := (chebT_rate hm hL n).1
  constructor
  · rintro u ⟨h1, h2⟩
    rw [errorFactor_eq hm hL, abs_div, abs_of_pos hT]
    have hl : -1 ≤ (L + m - 2 * u) / (L - m) := by rw [le_div_iff₀ hd]; linarith
    have hr : (L + m - 2 * u) / (L - m) ≤ 1 := by rw [div_le_iff₀ hd]; linarith
    refine div_le_div_of_nonneg_right ?_ hT.le
    rw [← Real.cos_arccos hl hr, chebT, Polynomial.Chebyshev.T_real_cos]
    exact Real.abs_cos_le_one _
  · rw [errorFactor_eq hm hL, show L + m - 2 * m = L - m by ring, div_self hd.ne']
    simp [chebT]

variable {V : Type*} [NormedAddCommGroup V] [InnerProductSpace ℝ V]

/-- Mixing for the linear SCF map `x ↦ J x + c`: step `k` adds `a k` times the residual. -/
def mix (J : V →ₗ[ℝ] V) (c : V) (a : ℕ → ℝ) (x : V) : ℕ → V
  | 0 => x
  | k + 1 => mix J c a x k + a k • (J (mix J c a x k) + c - mix J c a x k)

/-- If `p` is a fixed point of the SCF map, a mixing step acts on the error `e` as
`e ↦ e - a (e - J e)`. -/
theorem mix_error_step {J : V →ₗ[ℝ] V} {c p : V} (hp : J p + c = p) (a : ℕ → ℝ) (x : V)
    (k : ℕ) : mix J c a x (k + 1) - p =
      (mix J c a x k - p) - a k • ((mix J c a x k - p) - J (mix J c a x k - p)) := by
  rw [map_sub, mix]
  linear_combination (norm := module) a k • hp

/-- Let `J` be symmetric on a finite-dimensional space, let the quadratic form of `1 - J` lie
between `m` and `L` with `0 < m < L`, and let `p` be a fixed point. Then `n` Chebyshev mixing
steps reduce the error norm at least by the factor `1 / T_n((L+m)/(L-m))`. -/
theorem chebyshev_mixing [FiniteDimensional ℝ V] {m L : ℝ} (hm : 0 < m) (hL : m < L)
    {J : V →ₗ[ℝ] V} (hJ : J.IsSymmetric)
    (hlow : ∀ v, m * ‖v‖ ^ 2 ≤ inner ℝ v (v - J v))
    (hup : ∀ v, inner ℝ v (v - J v) ≤ L * ‖v‖ ^ 2)
    {c p : V} (hp : J p + c = p) (x : V) (n : ℕ) :
    ‖mix J c (fun j => 1 / node m L n j) x n - p‖ ≤
      1 / chebT n ((L + m) / (L - m)) * ‖x - p‖ := by
  have hT := (chebT_rate hm hL n).1
  let b := hJ.eigenvectorBasis rfl
  let μ := hJ.eigenvalues rfl
  have hb : ∀ i, J (b i) = μ i • b i := fun i => hJ.apply_eigenvectorBasis rfl i
  have parseval : ∀ y : V, ‖y‖ ^ 2 = ∑ i, (inner ℝ (b i) y) ^ 2 := by
    intro y
    rw [← real_inner_self_eq_norm_sq, ← b.sum_inner_mul_inner y y]
    refine sum_congr rfl fun i _ => ?_
    rw [real_inner_comm (b i) y, sq]
  have step : ∀ i (t : ℝ) (y : V), inner ℝ (b i) (y - t • (y - J y)) =
      (1 - t * (1 - μ i)) * inner ℝ (b i) y := by
    intro i t y
    rw [inner_sub_right, real_inner_smul_right, inner_sub_right, ← hJ (b i) y, hb,
      real_inner_smul_left]
    ring
  -- each eigenmode of the error is multiplied by its own scalar factor
  have mode : ∀ i k, inner ℝ (b i) (mix J c (fun j => 1 / node m L n j) x k - p) =
      (∏ j ∈ range k, (1 - 1 / node m L n j * (1 - μ i))) * inner ℝ (b i) (x - p) := by
    intro i k
    induction k with
    | zero => simp [mix]
    | succ k ih =>
      rw [mix_error_step hp, step, ih, prod_range_succ]
      ring
  have range_mem : ∀ i, 1 - μ i ∈ Set.Icc m L := by
    intro i
    have h1 := hlow (b i)
    have h2 := hup (b i)
    have hn : ‖b i‖ = 1 := b.orthonormal.1 i
    rw [hb, inner_sub_right, real_inner_smul_right, real_inner_self_eq_norm_sq, hn] at h1 h2
    constructor <;> linarith
  rw [← sq_le_sq₀ (norm_nonneg _) (by positivity), mul_pow, parseval, parseval (x - p), mul_sum]
  refine sum_le_sum fun i _ => ?_
  rw [mode, mul_pow]
  have h := abs_le.mp ((errorFactor_bound hm hL n).1 _ (range_mem i))
  exact mul_le_mul_of_nonneg_right (sq_le_sq' h.1 h.2) (sq_nonneg _)

/-- For `0 < m < L` and a fixed point `p`, the reduction factor `1 / T_n((L+m)/(L-m))` is attained
when the initial error is an eigenvector of `J` with eigenvalue `1 - m`. -/
theorem chebyshev_mixing_sharp {m L : ℝ} (hm : 0 < m) (hL : m < L) {J : V →ₗ[ℝ] V}
    {c p x : V} (hp : J p + c = p) (hx : J (x - p) = (1 - m) • (x - p)) (n : ℕ) :
    ‖mix J c (fun j => 1 / node m L n j) x n - p‖ =
      1 / chebT n ((L + m) / (L - m)) * ‖x - p‖ := by
  have h : ∀ k, mix J c (fun j => 1 / node m L n j) x k - p =
      (∏ j ∈ range k, (1 - 1 / node m L n j * m)) • (x - p) := by
    intro k
    induction k with
    | zero => simp [mix]
    | succ k ih =>
      rw [mix_error_step hp, ih, map_smul, hx, prod_range_succ]
      module
  have hf := (errorFactor_bound hm hL n).2
  rw [errorFactor] at hf
  rw [h, hf, norm_smul, Real.norm_eq_abs,
    abs_of_pos (one_div_pos.mpr (chebT_rate hm hL n).1)]

end

end ChebyshevMixing
```

```lean
#print axioms ChebyshevMixing.chebyshev_mixing
#print axioms ChebyshevMixing.chebyshev_mixing_sharp
```

```
'ChebyshevMixing.chebyshev_mixing' depends on axioms: [propext, Classical.choice, Quot.sound]
'ChebyshevMixing.chebyshev_mixing_sharp' depends on axioms: [propext, Classical.choice, Quot.sound]
```

## The bound for one mode and for the whole error

An SCF cycle takes an input $x$, such as a density, and returns an output. A mixing step adds to the input a multiple $a_k$ of the difference between output and input:
$$x_{k+1}=x_k+a_k\,(Jx_k+c-x_k).$$
This is `mix J c a x k`, with starting point $x_0=x$. For $0<a_k<1$ the step is damped and goes only part of the way to the output; for $a_k>1$ it goes past the output, which can happen below if $m<1$. The parameters may change from step to step, and here they are $a_j=1/w_j$ with
$$w_j=\frac{L+m}{2}+\frac{L-m}{2}\cos\theta_j,\qquad \theta_j=\frac{(2j+1)\pi}{2n},\qquad j=0,\dots,n-1.$$
In Lean $w_j$ is `node m L n j`. Textbooks often count from $j=1$ and write $2j-1$ in the angle; the nodes are the same.

An error component along an eigenvector of $1-J$ with eigenvalue $u$ is multiplied over the $n$ steps by
$$P(u)=\prod_{j=0}^{n-1}\Big(1-\frac{u}{w_j}\Big),$$
which is `errorFactor m L n u`. The corresponding eigenvalue of $J$ is $1-u$.

Write $\kappa=(L+m)/(L-m)$. The theorem `errorFactor_bound` says that $|P(u)|\le 1/T_n(\kappa)$ for every $u\in[m,L]$, and that $P(m)=1/T_n(\kappa)$. The theorem `chebyshev_mixing` carries the bound over to the norm of the full error, and `chebyshev_mixing_sharp` gives equality when $J(x-p)=(1-m)(x-p)$, where $p$ is the fixed point. The latter needs neither symmetry nor finite dimension. By `chebT_rate`, the reduction factor is itself at most $2\big(\tfrac{\sqrt L-\sqrt m}{\sqrt L+\sqrt m}\big)^n$.

For $n=1$ the single parameter is $2/(L+m)$ and the factor is $(L-m)/(L+m)$. The parameters depend on $n$, so the bound applies to the iterate after all $n$ steps and not to the earlier ones. No comparison with other parameter sequences is made, so the optimality usually associated with Chebyshev's name is not part of the result.

## What the hypotheses mean for an SCF calculation

The operator $J$ stands for the derivative of the SCF map at self-consistency: it tells how a small change of the input changes the output. The hypotheses `hlow` and `hup` bound the quadratic form of $1-J$:
$$m\|v\|^2\le\langle v,(1-J)v\rangle\le L\|v\|^2 .$$
The lower bound keeps every eigenvalue of $J$ below 1 by at least $m$. The upper bound limits how strongly the output can react against a change of the input; a large $L$ is typical of charge sloshing. Both numbers are inputs to the method and are assumed here, not computed from a Hamiltonian.

The hypothesis `hJ` makes $J$ symmetric in the inner product of `V`. For density mixing this need not hold in the ordinary inner product. If $J=\chi_0K$ with a symmetric response $\chi_0$ and a symmetric positive definite interaction kernel $K$, it does hold in the inner product $\langle x,Ky\rangle$, and the error is then measured in that norm.

The point $p$ with $Jp+c=p$ is the self-consistent solution, and `hp` supplies it. A real SCF map is nonlinear, and the step from it to $Jx+c$ neglects the terms of higher order in the error. Within this linear, finite-dimensional model, the result gives electronic-structure calculations a mixing schedule that is fixed by the two spectral bounds and the chosen number of steps, and that needs no stored history of residuals. The bound assumes exact arithmetic, where the order of the parameters does not affect the final error. In practice, rounding errors and neglected nonlinear terms that enter at an intermediate step are multiplied only by the factors $1-u/w_j$ of the remaining steps. These can exceed 1 in modulus, so the order matters when $n$ is large.

## Why the product is a Chebyshev polynomial

**The nodes.** Since $\cos\theta_j\ge-1$, each $w_j\ge m>0$; `node_pos` records the positivity. The angles $\theta_j$ are distinct and lie in $[0,\pi]$, where the cosine is injective, so the nodes are distinct (`node_injOn`).

**The value at $\kappa$.** If $zq=1$, then $T_n\big(\tfrac{z+q}{2}\big)=\tfrac{z^n+q^n}{2}$. This is clear for $n=0$ and $n=1$. The recursion $T_{n+2}(y)=2yT_{n+1}(y)-T_n(y)$ gives the rest:
$$\frac{(z+q)(z^{n+1}+q^{n+1})-(z^n+q^n)}{2}=\frac{z^{n+2}+q^{n+2}+(zq-1)(z^n+q^n)}{2},$$
and the last term vanishes. This is `chebT_half_sum`, whose `linear_combination` step uses $zq=1$ in the same way.

Now take $z=\frac{\sqrt L+\sqrt m}{\sqrt L-\sqrt m}$ and $q=1/z$. Then
$$\frac{z+q}{2}=\frac{(\sqrt L+\sqrt m)^2+(\sqrt L-\sqrt m)^2}{2(L-m)}=\frac{L+m}{L-m}=\kappa .$$
Hence $T_n(\kappa)=(z^n+q^n)/2>0$, and $1/T_n(\kappa)=2/(z^n+q^n)\le 2/z^n=2q^n$. This proves `chebT_rate`.

**The identity.** Let $s(u)=(L+m-2u)/(L-m)$, so that $s(0)=\kappa$, $s(m)=1$ and $s(L)=-1$. The theorem `errorFactor_eq` states that
$$P(u)=\frac{T_n(s(u))}{T_n(\kappa)} .$$
To see this, consider $D(u)=T_n(s(u))-T_n(\kappa)P(u)$, a polynomial of degree at most $n$. At $u=0$ it equals $T_n(\kappa)-T_n(\kappa)=0$. At a node $P(w_j)=0$, while $s(w_j)=-\cos\theta_j=\cos(\pi-\theta_j)$. With $T_n(\cos\varphi)=\cos n\varphi$,
$$T_n(s(w_j))=\cos\big(n\pi-(2j+1)\tfrac{\pi}{2}\big)=\cos\big((2(n-j-1)+1)\tfrac{\pi}{2}\big)=0 .$$
So $D$ has $n+1$ distinct zeros and must vanish identically. In Lean `hdeg` bounds the degree, `hev` evaluates `D`, and `hD` counts the zeros. Division by $T_n(\kappa)>0$ gives the identity.

**The bound on $[m,L]$.** For $u\in[m,L]$ we have $s(u)\in[-1,1]$, so $s(u)=\cos\varphi$ for some $\varphi$ and $|T_n(s(u))|=|\cos n\varphi|\le1$. At $u=m$ the numerator is $T_n(1)=1$. These are the two halves of `errorFactor_bound`.

## From one mode to the norm of the error

Let $e_k=x_k-p$. Since $Jp+c=p$, the residual is $Jx_k+c-x_k=-(e_k-Je_k)$, and therefore
$$e_{k+1}=e_k-a_k(1-J)e_k .$$
This is `mix_error_step`. Because $J$ is symmetric, there is an orthonormal basis $b_i$ with $Jb_i=\mu_ib_i$. Put $u_i=1-\mu_i$. Each step multiplies $\langle b_i,e_k\rangle$ by $1-a_ku_i$ (`step`), and induction over the steps (`mode`) gives
$$\langle b_i,e_n\rangle=P(u_i)\,\langle b_i,e_0\rangle .$$
Inserting $v=b_i$ into the two quadratic-form bounds shows that $u_i\in[m,L]$ (`range_mem`). Parseval's identity then yields
$$\|e_n\|^2=\sum_iP(u_i)^2\langle b_i,e_0\rangle^2\le\frac{1}{T_n(\kappa)^2}\sum_i\langle b_i,e_0\rangle^2=\frac{\|e_0\|^2}{T_n(\kappa)^2},$$
and taking square roots proves `chebyshev_mixing`.

If $Je_0=(1-m)e_0$, every step only rescales the error, so $e_n=P(m)e_0$. Since $P(m)=1/T_n(\kappa)>0$, taking norms gives the equality in `chebyshev_mixing_sharp`.
